# Antisymmetric reaction energies fit species energies within ε exactly when every n-step cycle closes within nε

Let $S$ be a set of species and $d_{ij}$ the reaction energy from $i$ to $j$, with $d_{ij}=-d_{ji}$ and hence $d_{ii}=0$. Every pair has an entry, and entries may come from different methods. For a reaction with several reactants or products, a "species" is a whole balanced collection of molecules; its fitted energy need not be a sum of molecular energies.

A path $p$ visits $p_0,p_1,\ldots$; its energy over $n$ steps is $P_n(p)=\sum_{k=0}^{n-1}d_{p_k p_{k+1}}$. It is closed if $p_n=p_0$, and species may repeat. The real number $\varepsilon$ is the error tolerated per reaction.

## The cycle criterion

Species energies $E_i$ satisfying
$$|d_{ij}-E_j+E_i|\le\varepsilon\quad\text{for all } i,j$$
exist if and only if $|P_n(p)|\le n\varepsilon$ for every closed path of $n$ steps.

## Where mixed tables enter a calculation

Suppose three conformers are compared, with $0\to1$ computed by coupled cluster, $1\to2$ by second-order perturbation theory and $2\to0$ by density functional theory. Each entry is a difference of two total energies from one method, but the three entries need not sum to zero. A kinetics code that stores one energy per conformer replaces them by differences $E_j-E_i$. For a complete table with one uniform tolerance, the criterion says when this replacement can stay within $\varepsilon$.

Take $d_{01}=50$, $d_{12}=-20$ and $d_{20}=-24$ kJ/mol. The cycle sum is $6$, so the smallest possible tolerance is $2$ kJ/mol. The energies $E=(0,48,26)$ attain it: the stored differences are $48$, $-22$ and $-26$.

## Derivation by closing and extending paths

If a fit exists, the differences $E_{p_{k+1}}-E_{p_k}$ telescope, so
$$|P_n(p)-(E_{p_n}-E_{p_0})|\le n\varepsilon.$$
On a closed path the energy difference vanishes.

Conversely, assume the cycle bounds. If $S$ is empty there is nothing to fit. Otherwise fix a species $o$ and let $E_j$ be the supremum of $P_n(p)-n\varepsilon$ over all paths from $o$ to $j$. The direct step $o\to j$ is such a path. Closing any such path by a step back to $o$ gives $P_n(p)+d_{jo}\le(n+1)\varepsilon$, so the values are bounded above by $\varepsilon-d_{jo}$.

Appending $i\to j$ to a path ending at $i$ gives $P_n(p)-n\varepsilon+d_{ij}-\varepsilon\le E_j$. Taking the supremum yields $d_{ij}-E_j+E_i\le\varepsilon$. Exchanging $i$ and $j$ and using antisymmetry gives the lower bound $-\varepsilon$.

For three species, let $\delta=d_{01}+d_{12}+d_{20}$. Adding the three fit inequalities gives $|\delta|\le3\varepsilon$. Conversely, $E=(0,\,d_{01}-\delta/3,\,\delta/3-d_{20})$ leaves an error $\delta/3$ on each step of the triangle.

For $N$ species, the column means $E_j=\frac1N\sum_k d_{kj}$ obey
$$N(d_{ij}-E_j+E_i)=\sum_k(d_{ij}+d_{jk}+d_{ki}).$$
For $i\ne j$, the terms $k=i$ and $k=j$ vanish. If every triangle closes within $\tau$, the error is therefore at most $(N-2)\tau/N$.

## The Lean file

`FitsWithin` is the fit condition, `pathEnergy d p n` is $P_n(p)$, and `hd` is antisymmetry. A path is a function `ℕ → S`, of which only the first `n` steps count.

```lean
import Mathlib

open Finset

namespace ReactionEnergyConsistency

noncomputable section

variable {S : Type*}

/-- The species energies `E` reproduce every reaction energy `d i j` (from `i` to `j`)
within the tolerance `ε`. -/
def FitsWithin (d : S → S → ℝ) (ε : ℝ) (E : S → ℝ) : Prop :=
  ∀ i j, |d i j - E j + E i| ≤ ε

/-- The sum of the reaction energies over the first `n` steps of the path `p`. -/
def pathEnergy (d : S → S → ℝ) (p : ℕ → S) (n : ℕ) : ℝ :=
  ∑ k ∈ range n, d (p k) (p (k + 1))

/-- The path that follows `p` for `n` steps and then goes to the species `j`. -/
def extendPath (p : ℕ → S) (n : ℕ) (j : S) : ℕ → S :=
  fun k => if k ≤ n then p k else j

/-- The energies of all paths from `o` to `j`, each lowered by `ε` per step. -/
def loweredEnergies (d : S → S → ℝ) (ε : ℝ) (o j : S) : Set ℝ :=
  {x | ∃ (n : ℕ) (p : ℕ → S), p 0 = o ∧ p n = j ∧ x = pathEnergy d p n - (n : ℝ) * ε}

/-- Appending one reaction to a path adds its reaction energy. -/
theorem pathEnergy_extend (d : S → S → ℝ) (p : ℕ → S) (n : ℕ) (j : S) :
    pathEnergy d (extendPath p n j) (n + 1) = pathEnergy d p n + d (p n) j := by
  have hs : ∑ k ∈ range n, d (extendPath p n j k) (extendPath p n j (k + 1))
      = ∑ k ∈ range n, d (p k) (p (k + 1)) := by
    refine Finset.sum_congr rfl fun k hk => ?_
    have hk' := Finset.mem_range.mp hk
    have h1 : k ≤ n := by omega
    have h2 : k + 1 ≤ n := by omega
    simp only [extendPath, h1, h2, if_true]
  rw [pathEnergy, Finset.sum_range_succ, hs]
  simp [pathEnergy, extendPath]

/-- If species energies fit all reaction energies within `ε`, the energy of a path of `n` steps
differs from the energy difference of its end points by at most `n ε`. -/
theorem path_error {d : S → S → ℝ} {ε : ℝ} {E : S → ℝ} (hE : FitsWithin d ε E)
    (p : ℕ → S) (n : ℕ) :
    |pathEnergy d p n - (E (p n) - E (p 0))| ≤ n * ε := by
  induction n with
  | zero => simp [pathEnergy]
  | succ n ih =>
    obtain ⟨h1, h2⟩ := abs_le.mp (hE (p n) (p (n + 1)))
    obtain ⟨h3, h4⟩ := abs_le.mp ih
    have hs : pathEnergy d p (n + 1) = pathEnergy d p n + d (p n) (p (n + 1)) :=
      Finset.sum_range_succ _ _
    rw [hs, abs_le]
    push_cast
    constructor <;> linarith

/-- For antisymmetric reaction energies, species energies that fit all of them within `ε` exist
if and only if every closed cycle of `n` steps has an absolute energy sum of at most `n ε`. -/
theorem exists_fit_iff_cycles {d : S → S → ℝ} (hd : ∀ i j, d i j = -d j i) (ε : ℝ) :
    (∃ E, FitsWithin d ε E) ↔
      ∀ (n : ℕ) (p : ℕ → S), p n = p 0 → |pathEnergy d p n| ≤ n * ε := by
  constructor
  · rintro ⟨E, hE⟩ n p hp
    have h := path_error hE p n
    rwa [hp, sub_self, sub_zero] at h
  · intro h
    rcases isEmpty_or_nonempty S with hS | ⟨⟨o⟩⟩
    · exact ⟨fun _ => 0, fun i => isEmptyElim i⟩
    have hne : ∀ j, (loweredEnergies d ε o j).Nonempty := fun j =>
      ⟨_, 1, fun k => if k = 0 then o else j, by simp, by simp, rfl⟩
    -- closing a path by a step back to `o` bounds its lowered energy
    have hb : ∀ j, BddAbove (loweredEnergies d ε o j) := by
      intro j
      refine ⟨ε - d j o, ?_⟩
      rintro x ⟨n, p, h0, hn, rfl⟩
      have hc := (abs_le.mp (h (n + 1) (extendPath p n o) (by simp [extendPath, h0]))).2
      rw [pathEnergy_extend, hn] at hc
      push_cast at hc
      linarith
    -- appending the step from `i` to `j` compares the two suprema
    have hstep : ∀ i j, sSup (loweredEnergies d ε o i)
        ≤ sSup (loweredEnergies d ε o j) - d i j + ε := by
      intro i j
      refine csSup_le (hne i) ?_
      rintro x ⟨n, p, h0, hn, rfl⟩
      have hm : pathEnergy d (extendPath p n j) (n + 1) - ((n + 1 : ℕ) : ℝ) * ε
          ∈ loweredEnergies d ε o j :=
        ⟨n + 1, extendPath p n j, by simp [extendPath, h0], by simp [extendPath], rfl⟩
      have hle := le_csSup (hb j) hm
      rw [pathEnergy_extend, hn] at hle
      push_cast at hle
      linarith
    refine ⟨fun j => sSup (loweredEnergies d ε o j), fun i j => ?_⟩
    show |d i j - sSup (loweredEnergies d ε o j) + sSup (loweredEnergies d ε o i)| ≤ ε
    exact abs_le.mpr ⟨by linarith [hstep j i, hd i j], by linarith [hstep i j]⟩

/-- The algebraic part of Hess's law: reaction energies are exact differences of species energies if
and only if the energy sum of every closed cycle vanishes. -/
theorem hess_law (d : S → S → ℝ) :
    (∃ E : S → ℝ, ∀ i j, d i j = E j - E i) ↔
      ∀ (n : ℕ) (p : ℕ → S), p n = p 0 → pathEnergy d p n = 0 := by
  constructor
  · rintro ⟨E, hE⟩ n p hp
    have hfit : FitsWithin d 0 E := fun i j => by
      have h0 : d i j - E j + E i = 0 := by linarith [hE i j]
      simp [h0]
    have h := path_error hfit p n
    rw [hp, sub_self, sub_zero, mul_zero] at h
    exact abs_nonpos_iff.mp h
  · intro h
    -- cycles of two steps give the antisymmetry
    have hd : ∀ i j, d i j = -d j i := by
      intro i j
      have h2 := h 2 (fun k => if k = 1 then j else i) (by simp)
      simp [pathEnergy, Finset.sum_range_succ] at h2
      linarith
    obtain ⟨E, hE⟩ := (exists_fit_iff_cycles hd 0).2 fun n p hp => by simp [h n p hp]
    exact ⟨E, fun i j => by linarith [abs_nonpos_iff.mp (hE i j)]⟩

/-- For three species with antisymmetric reaction energies, a fit within `ε` exists if and only
if the energy sum around the triangle is at most `3 ε` in absolute value. -/
theorem three_species {d : Fin 3 → Fin 3 → ℝ} (hd : ∀ i j, d i j = -d j i) (ε : ℝ) :
    (∃ E, FitsWithin d ε E) ↔ |d 0 1 + d 1 2 + d 2 0| ≤ 3 * ε := by
  constructor
  · rintro ⟨E, hE⟩
    obtain ⟨a1, a2⟩ := abs_le.mp (hE 0 1)
    obtain ⟨b1, b2⟩ := abs_le.mp (hE 1 2)
    obtain ⟨c1, c2⟩ := abs_le.mp (hE 2 0)
    exact abs_le.mpr ⟨by linarith, by linarith⟩
  · intro h
    obtain ⟨h1, h2⟩ := abs_le.mp h
    -- the closure error is shared equally among the three reactions
    obtain ⟨E, e0, e1, e2⟩ : ∃ E : Fin 3 → ℝ, E 0 = 0 ∧
        E 1 = d 0 1 - (d 0 1 + d 1 2 + d 2 0) / 3 ∧
        E 2 = (d 0 1 + d 1 2 + d 2 0) / 3 - d 2 0 :=
      ⟨![0, d 0 1 - (d 0 1 + d 1 2 + d 2 0) / 3,
        (d 0 1 + d 1 2 + d 2 0) / 3 - d 2 0], rfl, rfl, rfl⟩
    have h3 : ∀ i : Fin 3, i = 0 ∨ i = 1 ∨ i = 2 := by decide
    refine ⟨E, fun i j => abs_le.mpr ?_⟩
    rcases h3 i with rfl | rfl | rfl <;> rcases h3 j with rfl | rfl | rfl <;> constructor <;>
      linarith [hd 0 0, hd 1 1, hd 2 2, hd 1 0, hd 2 1, hd 0 2]

/-- The mean of the reaction energies leading to `j` from all species of a nonempty
finite set. -/
def meanEnergy [Fintype S] (d : S → S → ℝ) (j : S) : ℝ :=
  (∑ k, d k j) / Fintype.card S

/-- If antisymmetric reaction energies among `N` species close every triangle within `τ`, the
mean energies reproduce each reaction energy between distinct species within `(N - 2) τ / N`. -/
theorem meanEnergy_error [Fintype S] {d : S → S → ℝ} (hd : ∀ i j, d i j = -d j i) {τ : ℝ}
    (hτ : ∀ i j k, |d i j + d j k + d k i| ≤ τ) {i j : S} (hij : i ≠ j) :
    |d i j - meanEnergy d j + meanEnergy d i|
      ≤ ((Fintype.card S : ℝ) - 2) * τ / Fintype.card S := by
  classical
  have hN : (0 : ℝ) < Fintype.card S := by
    exact_mod_cast Fintype.card_pos_iff.mpr ⟨i⟩
  have hm : ∀ l, meanEnergy d l * Fintype.card S = ∑ k, d k l := fun l =>
    div_mul_cancel₀ _ hN.ne'
  have h1 : ∑ k, d j k = -∑ k, d k j := by
    rw [← Finset.sum_neg_distrib]
    exact Finset.sum_congr rfl fun k _ => hd j k
  -- the error is the average closure error of the triangles through `i` and `j`
  have key : (d i j - meanEnergy d j + meanEnergy d i) * Fintype.card S
      = ∑ k, (d i j + d j k + d k i) := by
    rw [Finset.sum_add_distrib, Finset.sum_add_distrib, h1, Finset.sum_const,
      Finset.card_univ, nsmul_eq_mul]
    linear_combination hm i - hm j
  -- the two degenerate triangles contribute nothing
  have hk : ∀ k, |d i j + d j k + d k i|
      ≤ τ - (if k = i then τ else 0) - (if k = j then τ else 0) := by
    intro k
    by_cases hi : k = i
    · have h0 : d i j + d j i + d i i = 0 := by linarith [hd i j, hd i i]
      rw [hi, h0]
      simp [hij]
    · by_cases hj : k = j
      · have h0 : d i j + d j j + d j i = 0 := by linarith [hd i j, hd j j]
        rw [hj, h0]
        simp [hij.symm]
      · simpa [hi, hj] using hτ i j k
  rw [le_div_iff₀ hN, ← abs_of_pos hN, ← abs_mul, abs_of_pos hN, key]
  calc |∑ k, (d i j + d j k + d k i)| ≤ ∑ k, |d i j + d j k + d k i| :=
        Finset.abs_sum_le_sum_abs _ _
    _ ≤ ∑ k, (τ - (if k = i then τ else 0) - (if k = j then τ else 0)) :=
        Finset.sum_le_sum fun k _ => hk k
    _ = ((Fintype.card S : ℝ) - 2) * τ := by
        simp only [Finset.sum_sub_distrib, Finset.sum_ite_eq', Finset.mem_univ, if_true,
          Finset.sum_const, Finset.card_univ, nsmul_eq_mul]
        ring

end

end ReactionEnergyConsistency
```

```lean
#print axioms ReactionEnergyConsistency.exists_fit_iff_cycles
-- 'ReactionEnergyConsistency.exists_fit_iff_cycles' depends on axioms: [propext, Classical.choice, Quot.sound]
#print axioms ReactionEnergyConsistency.hess_law
-- 'ReactionEnergyConsistency.hess_law' depends on axioms: [propext, Classical.choice, Quot.sound]
#print axioms ReactionEnergyConsistency.three_species
-- 'ReactionEnergyConsistency.three_species' depends on axioms: [propext, Classical.choice, Quot.sound]
#print axioms ReactionEnergyConsistency.meanEnergy_error
-- 'ReactionEnergyConsistency.meanEnergy_error' depends on axioms: [propext, Classical.choice, Quot.sound]
```

`path_error` proves the telescoping bound by induction. In `exists_fit_iff_cycles`, `hb` closes paths and `hstep` appends a step; both use `pathEnergy_extend`, and `linarith` combines the inequalities. `three_species` checks all index pairs. In `meanEnergy_error`, `key` is the triangle identity and `hk` removes the two vanishing terms.

## Consistency without accuracy

The main theorem needs neither a finite $S$ nor an assumed $\varepsilon\ge0$. Its energies are suprema over all paths; for finite $S$, paths without repeated species suffice, so the suprema are computable maxima. The column means are a simpler explicit choice, with their own error bound. With $\tau=3\varepsilon$ and $\varepsilon>0$, that bound exceeds $\varepsilon$ once $N>3$.

`hess_law` is the algebraic part of Hess's law: exact species energies exist if and only if all cycle sums vanish. Here antisymmetry follows from two-step cycles. That real reaction energies close in this way is physical input.

A small closure error does not make the energies accurate, since differences of one total energy per species close perfectly, however poor the method. The theorems concern real numbers, not floating-point rounding, and do not treat tables with missing reactions or separate tolerances for each method.
